# In an idempotent density matrix, the first-order response fixes the diagonal blocks at second order

Take one occupied and one empty orbital. The unperturbed density matrix is P0 = [1, 0; 0, 0], with rows separated by semicolons, and a perturbation of strength λ mixes the two orbitals at first order through P1 = [0, x; x, 0] with x real. Write the unknown second-order term as P2 = [a, b; c, d]. If the density matrix stays idempotent, the terms of order λ² must satisfy

P2 = P0P2 + P2P0 + P1².

Here P0P2 + P2P0 = [2a, b; c, 0] and P1² = [x², 0; 0, x²]. The upper diagonal entry gives a = 2a + x², so a = −x². The lower one gives d = x². The off-diagonal entries give b = b and c = c, which says nothing about them. The occupied orbital loses exactly the population that the empty one gains, and both numbers are known from P1.

## The block identity

Let P0, P1 and P2 be elements of any ring, for instance square matrices of one size, and let Q0 = 1 − P0 be the projector on the virtual space. Assume

P0² = P0,

P1 = P0P1 + P1P0,

P2 = P0P2 + P2P0 + P1².

These are the conditions at orders zero, one and two for P(λ) = P0 + λP1 + λ²P2 + … to satisfy P(λ)² = P(λ). For a Hermitian one-particle density matrix over orthonormal spin orbitals, P(λ)² = P(λ) means that the state is a single determinant, with occupations 0 and 1. Then P1² commutes with P0, and

P0P2P0 = −P0P1²,

Q0P2Q0 = Q0P1².

## Use in density-matrix response codes

In second-order response for a single-determinant state in a fixed orthonormal basis, the occupied–occupied and virtual–virtual blocks of P2 can be formed from matrix products of P1, and only the occupied–virtual blocks need a response equation. The same identities give a cheap consistency test for a P2 obtained by another route.

The series has no factorials. A code that stores the second derivative D2 = 2P2 must use −2P0P1² and 2Q0P1².

## Derivation from the order conditions

For the commutation, multiply the first-order condition by P1 from the right and then from the left:

P1² = P0P1² + P1P0P1,

P1² = P1P0P1 + P1²P0.

Subtracting gives P0P1² = P1²P0.

For the occupied block, multiply the second-order condition by P0 from the left and use P0² = P0:

P0P2 = P0P2 + P0P2P0 + P0P1².

Cancelling P0P2 leaves P0P2P0 = −P0P1².

For the virtual block, multiply by Q0 from the left. Since Q0P0 = 0,

Q0P2 = Q0P2P0 + Q0P1².

Moving Q0P2P0 to the left gives Q0P2(1 − P0) = Q0P2Q0 = Q0P1².

The argument for the blocks works for any X = P0X + XP0 + S. Conversely, if P0XP0 = −P0S and Q0XQ0 = Q0S, subtracting the first from the second gives X − P0X − XP0 = S. The two block equations therefore carry the whole condition. Multiplying it by P0 from either side also shows that P0S and SP0 both equal −P0XP0, so S commutes with P0. At order n + 2, S is the sum of all products PᵢPⱼ with i, j ≥ 1 and i + j = n + 2. At first order S = 0, and the diagonal blocks of P1 vanish.

Write A* for the adjoint of A, which for complex matrices is the conjugate transpose. If P0 and P1 are self-adjoint, idempotency and commutation give

P0P1² = P0P1²P0 = (P1P0)*(P1P0),

and likewise Q0P1² = (P1Q0)*(P1Q0). For complex matrices, −P0P2P0 and Q0P2Q0 are therefore positive semidefinite.

For the traces, cyclicity gives tr(P0P2) = tr(P0P2P0) = −tr(P0P1²). Taking the trace of P1² = P0P1² + P1P0P1 gives tr(P1²) = 2 tr(P0P1²). Hence

2 tr(P0P2) = −tr(P1²),

and the trace of the second-order condition becomes tr P2 = 2 tr(P0P2) + tr(P1²) = 0. The particle number does not change at second order.

## The Lean file

```lean
import Mathlib

open Matrix
open scoped ComplexOrder

namespace DensityResponseIdempotency

noncomputable section

variable {R : Type*} [Ring R]

/-- The complement `Q0 = 1 - P0` of the unperturbed density matrix. -/
def virt (P0 : R) : R := 1 - P0

/-- The expansion `P(λ) = ∑ λ^n P n` is idempotent order by order:
`∑_{k=0}^{n} P k * P (n - k) = P n` for every order `n`. -/
def IsIdempotentExpansion (P : ℕ → R) : Prop :=
  ∀ n : ℕ, ∑ k ∈ Finset.range (n + 1), P k * P (n - k) = P n

/-- The sum of the products `P i * P j` with `i, j ≥ 1` and `i + j = n + 2`. -/
def crossTerm (P : ℕ → R) (n : ℕ) : R :=
  ∑ k ∈ Finset.range (n + 1), P (k + 1) * P (n + 1 - k)

/-- Order-by-order idempotency is the same as idempotency of the formal power series in `λ`. -/
theorem idempotent_iff_powerSeries (P : ℕ → R) :
    IsIdempotentExpansion P ↔ PowerSeries.mk P * PowerSeries.mk P = PowerSeries.mk P := by
  -- the coefficient of `λ^n` in the square of the series
  have key : ∀ n : ℕ, PowerSeries.coeff n (PowerSeries.mk P * PowerSeries.mk P)
      = ∑ k ∈ Finset.range (n + 1), P k * P (n - k) := by
    intro n
    rw [PowerSeries.coeff_mul]
    simp only [PowerSeries.coeff_mk]
    exact Finset.Nat.sum_antidiagonal_eq_sum_range_succ_mk
      (fun p : ℕ × ℕ => P p.1 * P p.2) n
  constructor
  · intro h
    ext n
    rw [key n, PowerSeries.coeff_mk]
    exact h n
  · intro h n
    have h' : PowerSeries.coeff n (PowerSeries.mk P * PowerSeries.mk P)
        = PowerSeries.coeff n (PowerSeries.mk P) := by rw [h]
    rw [key n, PowerSeries.coeff_mk] at h'
    exact h'

/-- The conditions obeyed by an idempotent expansion at orders zero, one, two and at the
general order `n + 2`. -/
theorem order_conditions {P : ℕ → R} (h : IsIdempotentExpansion P) :
    P 0 * P 0 = P 0 ∧ P 1 = P 0 * P 1 + P 1 * P 0 ∧
      P 2 = P 0 * P 2 + P 2 * P 0 + P 1 ^ 2 ∧
      ∀ n, P (n + 2) = P 0 * P (n + 2) + P (n + 2) * P 0 + crossTerm P n := by
  -- split off the two terms that contain `P 0`
  have hn : ∀ n, P (n + 2) = P 0 * P (n + 2) + P (n + 2) * P 0 + crossTerm P n := by
    intro n
    have h' := h (n + 1 + 1)
    rw [Finset.sum_range_succ, Finset.sum_range_succ' _ (n + 1)] at h'
    simp only [Nat.add_sub_add_right, Nat.sub_zero, Nat.sub_self] at h'
    have e : crossTerm P n + P 0 * P (n + 2) + P (n + 2) * P 0 = P (n + 2) := h'
    calc P (n + 2) = crossTerm P n + P 0 * P (n + 2) + P (n + 2) * P 0 := e.symm
      _ = P 0 * P (n + 2) + P (n + 2) * P 0 + crossTerm P n := by abel
  refine ⟨by simpa using h 0, ?_, ?_, hn⟩
  · have e : P 0 * P 1 + P 1 * P 0 = P 1 := by simpa [Finset.sum_range_succ] using h 1
    exact e.symm
  · have c : crossTerm P 0 = P 1 ^ 2 := by simp [crossTerm, pow_two]
    have h' := hn 0
    rw [c] at h'
    exact h'

/-- For idempotent `P0`, the condition `X = P0 X + X P0 + S` holds exactly when the diagonal
blocks of `X` are `P0 X P0 = -P0 S` and `Q0 X Q0 = Q0 S`. -/
theorem blocks_iff {P0 X S : R} (h0 : P0 * P0 = P0) :
    X = P0 * X + X * P0 + S ↔
      P0 * X * P0 = -(P0 * S) ∧ virt P0 * X * virt P0 = virt P0 * S := by
  simp only [virt]
  constructor
  · intro h
    constructor
    · -- multiply from the left by `P0`
      linear_combination (norm := noncomm_ring) -(P0 * h) - h0 * X
    · -- multiply from the left by `Q0`
      linear_combination (norm := noncomm_ring) (1 - P0) * h - h0 * X
  · rintro ⟨hp, hq⟩
    linear_combination (norm := noncomm_ring) hq - hp

/-- For idempotent `P0`, if `X = P0 X + X P0 + S` then `S` commutes with `P0`. -/
theorem source_commute {P0 X S : R} (h0 : P0 * P0 = P0) (h : X = P0 * X + X * P0 + S) :
    Commute S P0 := by
  -- both `P0 S` and `S P0` equal `-P0 X P0`
  have e : P0 * S = S * P0 := by
    linear_combination (norm := noncomm_ring) h * P0 - P0 * h + X * h0 - h0 * X
  exact e.symm

/-- If `P0` is idempotent and `P1 = P0 P1 + P1 P0`, then `P1` has vanishing diagonal blocks:
`P0 P1 P0 = 0` and `Q0 P1 Q0 = 0`. -/
theorem first_order_blocks {P0 P1 : R} (h0 : P0 * P0 = P0) (h1 : P1 = P0 * P1 + P1 * P0) :
    P0 * P1 * P0 = 0 ∧ virt P0 * P1 * virt P0 = 0 := by
  obtain ⟨hp, hq⟩ := (blocks_iff (X := P1) (S := 0) h0).1 (by rw [add_zero]; exact h1)
  exact ⟨by rw [hp, mul_zero, neg_zero], by rw [hq, mul_zero]⟩

/-- If `P1 = P0 P1 + P1 P0` then `P1²` commutes with `P0`. -/
theorem first_order_sq_commute {P0 P1 : R} (h1 : P1 = P0 * P1 + P1 * P0) :
    Commute (P1 ^ 2) P0 := by
  show P1 ^ 2 * P0 = P0 * P1 ^ 2
  rw [pow_two]
  linear_combination (norm := noncomm_ring) h1 * P1 - P1 * h1

/-- Under idempotency through second order, `P1²` commutes with `P0` and the diagonal blocks of
the second-order density matrix are `P0 P2 P0 = -P0 P1²` and `Q0 P2 Q0 = Q0 P1²`. -/
theorem second_order_blocks {P0 P1 P2 : R} (h0 : P0 * P0 = P0)
    (h1 : P1 = P0 * P1 + P1 * P0) (h2 : P2 = P0 * P2 + P2 * P0 + P1 ^ 2) :
    Commute (P1 ^ 2) P0 ∧ P0 * P2 * P0 = -(P0 * P1 ^ 2) ∧
      virt P0 * P2 * virt P0 = virt P0 * P1 ^ 2 :=
  ⟨first_order_sq_commute h1, (blocks_iff h0).1 h2⟩

/-- In an idempotent expansion, at every order `n + 2` the cross term `S` commutes with `P 0`,
and the diagonal blocks of `P (n + 2)` are `-P0 S` and `Q0 S`. -/
theorem all_order_blocks {P : ℕ → R} (h : IsIdempotentExpansion P) (n : ℕ) :
    Commute (crossTerm P n) (P 0) ∧
      P 0 * P (n + 2) * P 0 = -(P 0 * crossTerm P n) ∧
      virt (P 0) * P (n + 2) * virt (P 0) = virt (P 0) * crossTerm P n := by
  obtain ⟨h0, -, -, hn⟩ := order_conditions h
  exact ⟨source_commute h0 (hn n), (blocks_iff h0).1 (hn n)⟩

/-- Under idempotency through second order, with `P0` and `P1` self-adjoint, the diagonal blocks of `P2` are
`P0 P2 P0 = -(P1 P0)* (P1 P0)` and `Q0 P2 Q0 = (P1 Q0)* (P1 Q0)`. -/
theorem second_order_blocks_star [StarRing R] {P0 P1 P2 : R} (s0 : star P0 = P0)
    (s1 : star P1 = P1) (h0 : P0 * P0 = P0)
    (h1 : P1 = P0 * P1 + P1 * P0) (h2 : P2 = P0 * P2 + P2 * P0 + P1 ^ 2) :
    P0 * P2 * P0 = -(star (P1 * P0) * (P1 * P0)) ∧
      virt P0 * P2 * virt P0 = star (P1 * virt P0) * (P1 * virt P0) := by
  obtain ⟨hc, hp, hq⟩ := second_order_blocks h0 h1 h2
  have hc' : P1 ^ 2 * P0 = P0 * P1 ^ 2 := hc.eq
  simp only [virt, pow_two] at hc' hp hq
  simp only [virt, star_mul, star_sub, star_one, s0, s1]
  -- commutation lets the projector be written on both sides of `P1²`
  constructor
  · linear_combination (norm := noncomm_ring) hp + P0 * hc' + h0 * (P1 * P1)
  · linear_combination (norm := noncomm_ring) hq + (1 - P0) * hc' - h0 * (P1 * P1)

/-- For complex matrices obeying idempotency through second order, with `P0` and `P1` Hermitian, both `-P0 P2 P0` and `Q0 P2 Q0` are
positive semidefinite. -/
theorem second_order_blocks_semidef {n : Type*} [Fintype n] [DecidableEq n]
    {P0 P1 P2 : Matrix n n ℂ} (s0 : P0.IsHermitian) (s1 : P1.IsHermitian)
    (h0 : P0 * P0 = P0) (h1 : P1 = P0 * P1 + P1 * P0)
    (h2 : P2 = P0 * P2 + P2 * P0 + P1 ^ 2) :
    (-(P0 * P2 * P0)).PosSemidef ∧ (virt P0 * P2 * virt P0).PosSemidef := by
  have key := second_order_blocks_star (P0 := P0) (P1 := P1) (P2 := P2) s0.eq s1.eq h0 h1 h2
  have e1 : -(P0 * P2 * P0) = (P1 * P0)ᴴ * (P1 * P0) := neg_eq_iff_eq_neg.mpr key.1
  have e2 : virt P0 * P2 * virt P0 = (P1 * virt P0)ᴴ * (P1 * virt P0) := key.2
  rw [e1, e2]
  exact ⟨Matrix.posSemidef_conjTranspose_mul_self _, Matrix.posSemidef_conjTranspose_mul_self _⟩

/-- For matrices obeying idempotency through second order, `2 tr (P0 P2) = -tr (P1²)` and
`tr P2 = 0`. -/
theorem second_order_trace {n K : Type*} [Fintype n] [DecidableEq n] [CommRing K]
    {P0 P1 P2 : Matrix n n K} (h0 : P0 * P0 = P0) (h1 : P1 = P0 * P1 + P1 * P0)
    (h2 : P2 = P0 * P2 + P2 * P0 + P1 ^ 2) :
    2 * Matrix.trace (P0 * P2) = -Matrix.trace (P1 ^ 2) ∧ Matrix.trace P2 = 0 := by
  have hp : P0 * P2 * P0 = -(P0 * P1 ^ 2) := (second_order_blocks h0 h1 h2).2.1
  have sq : P1 ^ 2 = P1 * P1 := pow_two P1
  -- trace of the `P0` block
  have ha : Matrix.trace (P0 * P2) = -Matrix.trace (P0 * P1 ^ 2) := by
    rw [← Matrix.trace_neg, ← hp, Matrix.trace_mul_cycle P0 P2 P0, h0]
  -- half of `tr (P1²)` sits in the `P0` block
  have e : P1 ^ 2 = P0 * P1 ^ 2 + P1 * P0 * P1 := by
    rw [sq]
    calc P1 * P1 = (P0 * P1 + P1 * P0) * P1 := by rw [← h1]
      _ = P0 * (P1 * P1) + P1 * P0 * P1 := by rw [Matrix.add_mul, Matrix.mul_assoc P0 P1 P1]
  have c : Matrix.trace (P1 * P0 * P1) = Matrix.trace (P0 * P1 ^ 2) := by
    rw [Matrix.trace_mul_cycle P1 P0 P1, Matrix.trace_mul_comm (P1 * P1) P0, sq]
  have te := congrArg Matrix.trace e
  rw [Matrix.trace_add, c] at te
  have t := congrArg Matrix.trace h2
  rw [Matrix.trace_add, Matrix.trace_add, Matrix.trace_mul_comm P2 P0] at t
  constructor
  · linear_combination 2 * ha + te
  · linear_combination t + 2 * ha + te

/-- The coefficients in `λ` of the two-level matrix `[[1 - λ², λ], [λ - λ³, λ²]]`. -/
def tilted (n : ℕ) : Matrix (Fin 2) (Fin 2) ℂ :=
  if n = 0 then !![1, 0; 0, 0]
  else if n = 1 then !![0, 1; 1, 0]
  else if n = 2 then !![-1, 0; 0, 1]
  else if n = 3 then !![0, 0; -1, 0]
  else 0

/-- The two-level expansion `tilted` is idempotent at all orders, obeys the conditions of orders
zero to two, has Hermitian `P0` and `P1`, and has `P1² = 1`. -/
theorem tilted_witness :
    IsIdempotentExpansion tilted ∧
      tilted 0 * tilted 0 = tilted 0 ∧
      tilted 1 = tilted 0 * tilted 1 + tilted 1 * tilted 0 ∧
      tilted 2 = tilted 0 * tilted 2 + tilted 2 * tilted 0 + tilted 1 ^ 2 ∧
      (tilted 0).IsHermitian ∧ (tilted 1).IsHermitian ∧ tilted 1 * tilted 1 = 1 := by
  have hz : ∀ k, 4 ≤ k → tilted k = 0 := by
    intro k hk
    unfold tilted
    rw [if_neg (by omega), if_neg (by omega), if_neg (by omega), if_neg (by omega)]
  have h : IsIdempotentExpansion tilted := by
    intro n
    by_cases hn : n < 7
    · -- low orders by direct multiplication
      interval_cases n
      all_goals
        simp only [Finset.sum_range_succ, Finset.sum_range_zero]
        ext i j
        fin_cases i <;> fin_cases j <;>
          simp [tilted]
    · -- beyond order six every product contains a vanishing factor
      rw [hz n (by omega)]
      apply Finset.sum_eq_zero
      intro k _
      rcases (by omega : 4 ≤ k ∨ 4 ≤ n - k) with h4 | h4
      · simp [hz _ h4]
      · simp [hz _ h4]
  obtain ⟨h0, h1, h2, -⟩ := order_conditions h
  refine ⟨h, h0, h1, h2, ?_, ?_, ?_⟩
  · apply Matrix.IsHermitian.ext
    intro i j
    fin_cases i <;> fin_cases j <;> simp [tilted]
  · apply Matrix.IsHermitian.ext
    intro i j
    fin_cases i <;> fin_cases j <;> simp [tilted]
  · ext i j
    fin_cases i <;> fin_cases j <;> simp [tilted, Matrix.mul_apply, Fin.sum_univ_succ]

end

end DensityResponseIdempotency
```

```lean
#print axioms DensityResponseIdempotency.second_order_blocks
#print axioms DensityResponseIdempotency.all_order_blocks
#print axioms DensityResponseIdempotency.second_order_blocks_semidef
#print axioms DensityResponseIdempotency.second_order_trace
```

```
'DensityResponseIdempotency.second_order_blocks' depends on axioms: [propext]
'DensityResponseIdempotency.all_order_blocks' depends on axioms: [propext, Classical.choice, Quot.sound]
'DensityResponseIdempotency.second_order_blocks_semidef' depends on axioms: [propext, Classical.choice, Quot.sound]
'DensityResponseIdempotency.second_order_trace' depends on axioms: [propext, Classical.choice, Quot.sound]
```

## How the statements and proofs correspond to the algebra

The central theorem is `second_order_blocks`. Its variables lie in a type `R` with a `Ring` structure, so multiplication need not commute and no dimension enters. The hypotheses `h0`, `h1` and `h2` are the three order conditions, `virt P0` is Q0, and `Commute (P1 ^ 2) P0` is the commutation statement.

A full expansion is a sequence `P : ℕ → R`, with `P n` the coefficient of λⁿ. `IsIdempotentExpansion` states idempotency order by order, and `idempotent_iff_powerSeries` identifies it with idempotency of the formal power series by comparing coefficients. `order_conditions` splits the two terms containing `P 0` off the sum, which leaves `crossTerm P n` at order n + 2.

`blocks_iff` holds the main algebra. Its `linear_combination` steps multiply the hypotheses by P0 or 1 − P0 as above, and `noncomm_ring` checks the expansion without reordering factors. `source_commute` compares the left and right products with P0, while `first_order_sq_commute` is the subtraction for P1². `second_order_blocks` combines that result with `blocks_iff`; `first_order_blocks` sets S = 0, and `all_order_blocks` takes S to be the cross term.

`second_order_blocks_star` uses commutation to place the projector on both sides of P1². `second_order_blocks_semidef` then applies the positivity of AᴴA, and `second_order_trace` follows the cyclic trace argument, over any commutative ring of matrix entries.

`tilted_witness` gives an explicit expansion, [1 − λ², λ; λ − λ³, λ²], whose first three coefficients are the opening example with x = 1 and b = c = 0. The low orders are multiplied out; beyond order six every product contains a zero coefficient. Its third-order term is not Hermitian, so the full matrix is not a physical density matrix for general real λ, although P0, P1 and P2 are Hermitian.

## Fractional occupations and other limits

Idempotency of P0 is essential for the blocks. Take real numbers as the ring, with P0 = 1/2, P1 = 0 and P2 = 1. The first- and second-order conditions hold, since 0 = 0 and 1 = 1/2 + 1/2 + 0. Yet P0P2P0 = 1/4, while −P0P1² = 0. When smearing or temperature makes the occupations fractional, the density matrix is no longer idempotent, and these formulas fail in general.

The first-order condition plays a different part. The block formulas follow from the other two conditions, but the trace identities need it: P0 = 1, P1 = 1, P2 = −1 satisfies the zeroth- and second-order conditions and has tr P2 = −1. Both scalar examples are plain arithmetic added here, not theorems of the file.

The order conditions are assumed; they are not derived from a Hamiltonian or a self-consistent-field equation. The theorems neither determine the occupied–virtual blocks of P2 nor address convergence in λ or rounding error. In a non-orthogonal basis idempotency reads PMP = P, with M the overlap matrix, so the formulas do not in general hold for P itself. If M does not depend on λ, the block and trace identities hold for the coefficients of the product PM, and all the results hold after a transformation to an orthonormal basis. An overlap that depends on λ adds terms if that transformation is held fixed.
